# A phase twist changes a nonlocal PAW energy at the rate $\mathrm{i}\langle VX-XV\rangle$ unless the projectors are twisted too

Position is represented here by a diagonal matrix on a finite grid, with one real coordinate $x_k$ for each grid point $k$. This makes the phase change that belongs to a uniform vector potential an ordinary matrix exponential. It also leaves out periodic cells, where a point has many images and no single coordinate.

Let $\psi$ be a complex vector on the grid, $p_i$ a finite family of projector vectors, and $D_{ij}$ a matrix of strengths. With $\mathrm{i}$ the imaginary unit and $A$ a real number, define

$$V=\sum_{ij}D_{ij}\,p_i p_j^\dagger,\qquad X=\mathrm{diag}(x_k),\qquad U_A=e^{\mathrm{i}AX}.$$

If the state is twisted and the projectors are left alone, then

$$\frac{d}{dA}\langle U_A\psi,\,V\,U_A\psi\rangle\Big|_{A=0}=\mathrm{i}\,\langle\psi,(VX-XV)\psi\rangle .$$

If every $p_i$ is replaced by $U_Ap_i$ as well, the expectation equals $\langle\psi,V\psi\rangle$ for every $A$. The derivative is called a spurious current here because it comes from twisting the state without the projectors. The operator $\mathrm{i}(VX-XV)$ is not itself unphysical: when the overlap operator is the identity and the Hamiltonian $H$ contains a Hermitian $V$, it is the part of the velocity operator $\mathrm{i}(HX-XH)$ that comes from $V$.

## Changing gauge in a real-time code

A code that converts a state between the length and velocity gauges multiplies it by a phase of this kind. For fixed strengths $D_{ij}$ on a finite, non-periodic grid, the nonlocal energy survives the conversion if the projectors carry the same phase. With the old projectors it generally drifts with $A$, at first order by the commutator above. Evaluating the nonlocal energy before and after a twist therefore tests the projector phases: with matching phases the two numbers agree to rounding error. Agreement alone does not prove that the phases match. For a real state and a real symmetric $V$, for example, the first-order term is zero, so a small twist may show no visible drift even with the old projectors. A complex state and a twist that is not small make a better test.

## From phase differences to the commutator

Since $X$ is diagonal, so is $U_A$, with entries $e^{\mathrm{i}Ax_k}$. These have modulus one, so $U_A^\dagger U_A=1$. Writing out the expectation gives

$$\langle U_A\psi,VU_A\psi\rangle=\sum_{kl}\psi_k^*V_{kl}\psi_l\,e^{\mathrm{i}A(x_l-x_k)} .$$

Differentiating a term multiplies it by $\mathrm{i}(x_l-x_k)$. The commutator has the matrix elements

$$(VX-XV)_{kl}=V_{kl}x_l-x_kV_{kl}=V_{kl}(x_l-x_k),$$

so the derivative at any $A$ is $\mathrm{i}\langle U_A\psi,(VX-XV)U_A\psi\rangle$. Setting $A=0$ gives the stated rate.

Twisting the projectors changes each dyad to $(U_Ap_i)(U_Ap_j)^\dagger=U_A\,p_ip_j^\dagger\,U_A^\dagger$, so $V$ becomes $U_AVU_A^\dagger$. Then

$$\langle U_A\psi,\,U_AVU_A^\dagger\,U_A\psi\rangle=\langle U_A^\dagger U_A\psi,\,V\,U_A^\dagger U_A\psi\rangle=\langle\psi,V\psi\rangle .$$

Neither argument uses Hermiticity of $D$. If $D$ is Hermitian, then

$$V^\dagger=\sum_{ij}D_{ij}^*\,p_jp_i^\dagger=\sum_{ij}D_{ji}\,p_jp_i^\dagger=V,$$

and hence $(VX)^\dagger=XV$. With $z=\langle\psi,VX\psi\rangle$ the spurious current is $\mathrm{i}(z-z^*)=-2\,\mathrm{Im}\,z$, a real number.

### Which fixed operators are unaffected

Let $V$ now be any matrix on the grid. If $V_{kl}=0$ whenever $x_k\ne x_l$, every surviving phase in the double sum is 1, and the twist has no effect.

Conversely, suppose the expectation is unchanged for all states and all $A$. Its derivative at $A=0$ vanishes, so $M=VX-XV$ satisfies $\langle\varphi,M\varphi\rangle=0$ for every $\varphi$. Take two points $k$ and $l$ with $x_k\ne x_l$, and let $\varphi=e_k+c\,e_l$, where $e_k$ is the vector with 1 at point $k$ and 0 elsewhere:

$$M_{kk}+cM_{kl}+c^*M_{lk}+|c|^2M_{ll}=0 .$$

Subtracting the cases $c=\pm1$ gives $M_{kl}+M_{lk}=0$. Subtracting the cases $c=\pm\mathrm{i}$ gives $M_{kl}-M_{lk}=0$. Hence $M_{kl}=V_{kl}(x_l-x_k)=0$, and so $V_{kl}=0$.

### Two points and one projector

Take coordinates 0 and 1, the projector $(1,1)$ with strength 1, and the state $(1,\mathrm{i})$. The twisted energy is $|1+\mathrm{i}e^{\mathrm{i}A}|^2=2-2\sin A$, with slope $-2$ at $A=0$. This state has squared norm 2, so the normalised state gives $-1$. Normalising the projector too gives $-1/2$.

## The Lean file

```lean
import Mathlib

open Matrix

namespace PAWGaugeCoupling

noncomputable section

variable {n m : Type*} [Fintype n] [DecidableEq n] [Fintype m]

/-- The nonlocal PAW potential `∑ D i j |p i⟩⟨p j|` with strengths `D` and projectors `p`. -/
def nonlocalPotential (D : Matrix m m ℂ) (p : m → n → ℂ) : Matrix n n ℂ :=
  ∑ i, ∑ j, D i j • vecMulVec (p i) (star (p j))

/-- The position operator, diagonal on grid points with real coordinates `x`. -/
def position (x : n → ℝ) : Matrix n n ℂ := diagonal fun k => (x k : ℂ)

/-- The phase twist `exp (i A X)` for a uniform vector potential `A`. -/
def twist (x : n → ℝ) (A : ℝ) : Matrix n n ℂ :=
  NormedSpace.exp ((Complex.I * (A : ℂ)) • position x)

/-- The expectation `⟨ψ, V ψ⟩`. -/
def expect (V : Matrix n n ℂ) (ψ : n → ℂ) : ℂ := star ψ ⬝ᵥ V *ᵥ ψ

/-- The twist is the diagonal matrix with the phase `exp (i A x)` at each grid point. -/
theorem twist_eq_diagonal (x : n → ℝ) (A : ℝ) :
    twist x A = diagonal fun k => Complex.exp (Complex.I * A * x k) := by
  rw [twist, position, ← diagonal_smul, Matrix.exp_diagonal]
  congr 1
  funext k
  rw [Complex.exp_eq_exp_ℂ]
  -- evaluation at a grid point commutes with the exponential
  exact NormedSpace.map_exp (Pi.evalRingHom (fun _ : n => ℂ) k) (continuous_apply k)
    ((Complex.I * (A : ℂ)) • fun j => (x j : ℂ))

/-- The phase twist is unitary. -/
theorem twist_unitary (x : n → ℝ) (A : ℝ) : (twist x A)ᴴ * twist x A = 1 := by
  rw [twist_eq_diagonal, diagonal_conjTranspose, diagonal_mul_diagonal, ← diagonal_one]
  congr 1
  funext k
  have h : (starRingEnd ℂ) (Complex.I * A * x k) + Complex.I * A * x k = 0 := by
    simp only [map_mul, Complex.conj_I, Complex.conj_ofReal]
    ring
  rw [Pi.star_apply, Complex.star_def, ← Complex.exp_conj, ← Complex.exp_add, h,
    Complex.exp_zero]

/-- The expectation of `V` in the twisted state is a double sum over grid points, in which each term
carries a phase set by the difference of the two coordinates. -/
theorem expect_twist (V : Matrix n n ℂ) (x : n → ℝ) (A : ℝ) (ψ : n → ℂ) :
    expect V (twist x A *ᵥ ψ) = ∑ k, ∑ l,
      star (ψ k) * V k l * ψ l * Complex.exp (Complex.I * A * ((x l : ℂ) - x k)) := by
  have hψ : twist x A *ᵥ ψ = fun k => Complex.exp (Complex.I * A * x k) * ψ k := by
    rw [twist_eq_diagonal]
    exact funext fun k => mulVec_diagonal _ _ k
  rw [hψ]
  simp only [expect, dotProduct, mulVec, Pi.star_apply, Finset.mul_sum]
  refine Finset.sum_congr rfl fun k _ => Finset.sum_congr rfl fun l _ => ?_
  have h : Complex.exp (Complex.I * A * ((x l : ℂ) - x k)) =
      star (Complex.exp (Complex.I * A * x k)) * Complex.exp (Complex.I * A * x l) := by
    rw [Complex.star_def, ← Complex.exp_conj, ← Complex.exp_add]
    congr 1
    simp only [map_mul, Complex.conj_I, Complex.conj_ofReal]
    ring
  rw [h, star_mul']
  ring

/-- The commutator of `V` with position weights each matrix element by a coordinate
difference. -/
theorem commutator_apply (V : Matrix n n ℂ) (x : n → ℝ) (k l : n) :
    (V * position x - position x * V) k l = V k l * ((x l : ℂ) - x k) := by
  rw [Matrix.sub_apply, position, mul_diagonal, diagonal_mul]
  ring

/-- At every `A`, the expectation of a fixed operator `V` in the twisted state changes at the
rate `i ⟨V X - X V⟩`, taken in that twisted state. -/
theorem hasDerivAt_expect_twist (V : Matrix n n ℂ) (x : n → ℝ) (ψ : n → ℂ) (A : ℝ) :
    HasDerivAt (fun B : ℝ => expect V (twist x B *ᵥ ψ))
      (Complex.I * expect (V * position x - position x * V) (twist x A *ᵥ ψ)) A := by
  simp only [expect_twist, commutator_apply, Finset.mul_sum]
  refine HasDerivAt.fun_sum fun k _ => HasDerivAt.fun_sum fun l _ => ?_
  -- differentiate a single phase factor
  have h0 : HasDerivAt (fun B : ℝ => (B : ℂ)) 1 A := by
    simpa using (hasDerivAt_id A).ofReal_comp
  have h1 := ((h0.const_mul Complex.I).mul_const ((x l : ℂ) - x k)).cexp
  exact (h1.const_mul (star (ψ k) * V k l * ψ l)).congr_deriv (by ring)

omit [DecidableEq n] in
/-- Transforming every projector by a matrix `U` turns the potential `V` into `U V U†`. -/
theorem nonlocalPotential_transform (D : Matrix m m ℂ) (p : m → n → ℂ) (U : Matrix n n ℂ) :
    nonlocalPotential D (fun i => U *ᵥ p i) = U * nonlocalPotential D p * Uᴴ := by
  simp only [nonlocalPotential, Finset.mul_sum, Finset.sum_mul, Matrix.mul_smul,
    Matrix.smul_mul, mul_vecMulVec, vecMulVec_mul, star_mulVec]

/-- With fixed projectors the nonlocal energy of the twisted state has the derivative
`i ⟨ψ, (V X - X V) ψ⟩` at `A = 0`; with projectors twisted along with the state it is
independent of `A`. -/
theorem spurious_current_and_gauge_invariance (D : Matrix m m ℂ) (p : m → n → ℂ)
    (x : n → ℝ) (ψ : n → ℂ) :
    HasDerivAt (fun A : ℝ => expect (nonlocalPotential D p) (twist x A *ᵥ ψ))
      (Complex.I * expect (nonlocalPotential D p * position x
        - position x * nonlocalPotential D p) ψ) 0 ∧
    ∀ A : ℝ, expect (nonlocalPotential D fun i => twist x A *ᵥ p i) (twist x A *ᵥ ψ) =
      expect (nonlocalPotential D p) ψ := by
  constructor
  · have h := hasDerivAt_expect_twist (nonlocalPotential D p) x ψ 0
    have h0 : twist x 0 = 1 := by simp [twist]
    rwa [h0, one_mulVec] at h
  · intro A
    -- the twists of state and projectors cancel by unitarity
    rw [nonlocalPotential_transform, expect, expect, mulVec_mulVec, Matrix.mul_assoc,
      twist_unitary, Matrix.mul_one, star_mulVec, ← Matrix.dotProduct_mulVec, mulVec_mulVec,
      ← Matrix.mul_assoc, twist_unitary, Matrix.one_mul]

/-- For Hermitian strengths `D` the spurious current is real and equals
`-2 Im ⟨ψ, V X ψ⟩`. -/
theorem spurious_current_real (D : Matrix m m ℂ) (hD : D.IsHermitian) (p : m → n → ℂ)
    (x : n → ℝ) (ψ : n → ℂ) :
    Complex.I * expect (nonlocalPotential D p * position x
        - position x * nonlocalPotential D p) ψ =
      ((-2 * (expect (nonlocalPotential D p * position x) ψ).im : ℝ) : ℂ) := by
  have hV : (nonlocalPotential D p)ᴴ = nonlocalPotential D p := by
    simp only [nonlocalPotential, conjTranspose_sum, conjTranspose_smul]
    rw [Finset.sum_comm]
    refine Finset.sum_congr rfl fun i _ => Finset.sum_congr rfl fun j _ => ?_
    rw [hD.apply i j]
    congr 1
    ext a b
    simp [vecMulVec_apply, mul_comm]
  have hX : (position x)ᴴ = position x := by
    rw [position, diagonal_conjTranspose]
    congr 1
    funext k
    simp
  -- the two orderings have complex conjugate expectations
  have hc : ∀ M : Matrix n n ℂ, expect Mᴴ ψ = star (expect M ψ) := by
    intro M
    simp only [expect, dotProduct, mulVec, Finset.mul_sum, star_sum, star_mul', star_star,
      conjTranspose_apply, Pi.star_apply]
    rw [Finset.sum_comm]
    exact Finset.sum_congr rfl fun k _ => Finset.sum_congr rfl fun l _ => by ring
  have h := hc (nonlocalPotential D p * position x)
  rw [conjTranspose_mul, hV, hX] at h
  have hs : ∀ M N : Matrix n n ℂ, expect (M - N) ψ = expect M ψ - expect N ψ := by
    intro M N
    simp only [expect, sub_mulVec, dotProduct_sub]
  rw [hs, h]
  generalize expect (nonlocalPotential D p * position x) ψ = z
  apply Complex.ext <;> simp
  ring

/-- The expectation of a fixed operator is unchanged by the twist for all states and all `A`
exactly when the operator does not connect grid points with different coordinates. -/
theorem twist_invariant_iff_local (V : Matrix n n ℂ) (x : n → ℝ) :
    (∀ (ψ : n → ℂ) (A : ℝ), expect V (twist x A *ᵥ ψ) = expect V ψ) ↔
      ∀ k l, x k ≠ x l → V k l = 0 := by
  have h0 : twist x 0 = 1 := by simp [twist]
  constructor
  · intro h k l hkl
    have hM : ∀ φ, expect (V * position x - position x * V) φ = 0 := by
      intro φ
      have h1 := hasDerivAt_expect_twist V x φ 0
      rw [h0, one_mulVec, funext (h φ)] at h1
      exact (mul_eq_zero.mp (h1.unique (hasDerivAt_const _ _))).resolve_left Complex.I_ne_zero
    have hkl' := commutator_apply V x k l
    generalize V * position x - position x * V = M at hM hkl'
    -- polarization with two point-like states
    have hB : ∀ a b, star (Pi.single a 1 : n → ℂ) ⬝ᵥ M *ᵥ Pi.single b 1 = M a b := by
      intro a b
      rw [← Pi.single_star, star_one]
      simp
    have hc : ∀ c : ℂ, M k k + c * M k l + star c * (M l k + c * M l l) = 0 := by
      intro c
      have := hM (Pi.single k 1 + c • Pi.single l 1)
      simp only [expect, star_add, star_smul, mulVec_add, mulVec_smul, add_dotProduct,
        dotProduct_add, smul_dotProduct, dotProduct_smul, hB, smul_eq_mul] at this
      linear_combination this
    have e1 := hc 1
    have e2 := hc (-1)
    have e3 := hc Complex.I
    have e4 := hc (-Complex.I)
    simp only [star_one, star_neg, Complex.star_def, Complex.conj_I] at e1 e2 e3 e4
    have hz : M k l = 0 := by
      linear_combination (e1 - e2) / 4 - Complex.I * (e3 - e4) / 4
        + (M k l - M l k) / 2 * Complex.I_mul_I
    rw [hz] at hkl'
    refine (mul_eq_zero.mp hkl'.symm).resolve_right fun hx => hkl ?_
    exact_mod_cast (sub_eq_zero.mp hx).symm
  · intro h ψ A
    have h1 := expect_twist V x 0 ψ
    rw [h0, one_mulVec] at h1
    rw [expect_twist, h1]
    refine Finset.sum_congr rfl fun k _ => Finset.sum_congr rfl fun l _ => ?_
    by_cases hx : x k = x l
    · simp [hx]
    · simp [h k l hx]

/-- Two grid points at coordinates 0 and 1, one projector `(1, 1)` of unit strength and the
state `(1, i)` give the spurious current `-2`. -/
theorem two_point_spurious_current :
    Complex.I * expect
      (nonlocalPotential (1 : Matrix (Fin 1) (Fin 1) ℂ) (fun _ => ![1, 1]) * position ![0, 1]
        - position ![0, 1] * nonlocalPotential (1 : Matrix (Fin 1) (Fin 1) ℂ)
          (fun _ => ![1, 1])) ![1, Complex.I] = -2 := by
  -- every matrix element of this potential is one
  have hV : ∀ k l : Fin 2, nonlocalPotential (1 : Matrix (Fin 1) (Fin 1) ℂ)
      (fun _ => ![1, 1]) k l = 1 := by
    intro k l
    simp only [nonlocalPotential, Finset.univ_unique, Finset.sum_singleton,
      Matrix.smul_apply, vecMulVec_apply, Pi.star_apply]
    fin_cases k <;> fin_cases l <;> simp
  simp only [expect, dotProduct, mulVec, Fin.sum_univ_two, commutator_apply, hV]
  simp
  linear_combination 2 * Complex.I_mul_I

end

end PAWGaugeCoupling
```

```lean
#print axioms PAWGaugeCoupling.hasDerivAt_expect_twist
-- 'PAWGaugeCoupling.hasDerivAt_expect_twist' depends on axioms: [propext, Classical.choice, Quot.sound]
#print axioms PAWGaugeCoupling.spurious_current_and_gauge_invariance
-- 'PAWGaugeCoupling.spurious_current_and_gauge_invariance' depends on axioms: [propext, Classical.choice, Quot.sound]
#print axioms PAWGaugeCoupling.twist_invariant_iff_local
-- 'PAWGaugeCoupling.twist_invariant_iff_local' depends on axioms: [propext, Classical.choice, Quot.sound]
#print axioms PAWGaugeCoupling.two_point_spurious_current
-- 'PAWGaugeCoupling.two_point_spurious_current' depends on axioms: [propext, Classical.choice, Quot.sound]
```

## How the Lean statements correspond to the physics

The type `n` labels grid points and `m` labels projectors; both are finite. `nonlocalPotential D p` is $V$, with `vecMulVec (p i) (star (p j))` as the dyad $p_ip_j^\dagger$. `position x` is $X$, `twist x A` is $U_A$, and `expect V ψ` is $\langle\psi,V\psi\rangle$, conjugate-linear in its left argument. No norm is divided out, so for a nonzero unnormalised state the value for the corresponding normalised state is the result divided by $\langle\psi,\psi\rangle$.

The main theorem, `spurious_current_and_gauge_invariance`, is a conjunction. Its first half is a `HasDerivAt` statement: the energy with fixed projectors is differentiable at $A=0$ and has the commutator expectation, times $\mathrm{i}$, as its derivative. Its second half is an equality for every real `A`, with state and projectors twisted together. The hypothesis `D.IsHermitian` appears only in `spurious_current_real`.

The proof follows the derivation closely:

- `twist_eq_diagonal` turns the matrix exponential into scalar phases, and `twist_unitary` multiplies each phase by its conjugate.
- `expect_twist` is the double sum with phase differences, and `commutator_apply` gives the matrix elements of $VX-XV$.
- `hasDerivAt_expect_twist` differentiates that sum term by term: `HasDerivAt.fun_sum` is applied once for each index, and the chain rule for the exponential handles a single phase. The main theorem sets $A=0$, where the twist is the identity.
- `nonlocalPotential_transform` proves $V\mapsto UVU^\dagger$ for any matrix $U$. The invariance then uses `twist_unitary` twice, once on each side of $V$.
- `spurious_current_real` shows that $V$ and $X$ are Hermitian, and that $VX$ and $XV$ therefore have conjugate expectations.
- `twist_invariant_iff_local` compares the computed derivative with that of a constant, using uniqueness of derivatives. It then combines the cases $c=\pm1,\pm\mathrm{i}$ by `linear_combination`. That proves one direction; for the other, the double sums of `expect_twist` at $A$ and at 0 are compared term by term.
- `two_point_spurious_current` evaluates the explicit example, after showing that every element of its potential is 1.

## Fixed strengths, one direction, no kinetic term

The strengths $D_{ij}$ are given numbers. In a self-consistent PAW calculation they depend on the density, and that dependence is absent here. So are the kinetic energy, the PAW overlap operator, the partial waves and the time evolution: the theorems concern the expectation of one projector-form potential, not the total current or a propagation scheme.

The units have $\hbar=1$, with the charge and its sign absorbed into $A$. The inner product is a plain sum, so grid volume weights are taken to be absorbed into the vectors.

A single coordinate enters, the one along the vector potential. On a three-dimensional grid many points can share its value, and `twist_invariant_iff_local` then allows a fixed operator to connect points within such a plane. It forces the operator to be diagonal only when all the coordinates differ.
